# Hermitian H and nonnegative GW pole weights give a positive definite spectral matrix for Im z > 0

Throughout, † is the conjugate transpose, written `ᴴ` in the code and * in its comments. Σ(z) is the frequency-dependent part of the self-energy at the complex energy z, here with finitely many real poles, and ∑ is a sum.

```lean
import Mathlib

open Matrix
open scoped ComplexOrder

namespace GWSpectralPositivity

noncomputable section
```

The first line loads Mathlib. Opening `ComplexOrder` gives inequalities between complex numbers a meaning: 0 < x says that x is real and positive. Positive definiteness of complex matrices uses this order.

## A self-energy built from real poles

```lean
/-- Data of a GW self-energy in pole form: a one-body matrix `H`, level energies `e`,
boson energies `Ω`, signs `σ = ±1`, weights `a`, `b` and coupling vectors `c`. -/
structure GWModel (n ι κ : Type*) where
  H : Matrix n n ℂ
  e : ι → ℝ
  Ω : κ → ℝ
  σ : ι → ℤˣ
  a : ι → ℝ
  b : κ → ℝ
  c : ι → κ → n → ℂ
```

A `GWModel` collects the input. The index types are `n` for orthonormal orbitals, `ι` for levels m and `κ` for bosons s, the neutral excitations of the screened interaction. `H` is the static one-body matrix, which includes the exchange part of the GW self-energy; the poles describe the correlation part. The energies eₘ and Ωₛ are real. The type `ℤˣ` contains the integers with an integer inverse, so σₘ = ±1; in GW it is +1 for empty and −1 for occupied levels. Each cₘₛ is a complex vector over the orbitals. The weights aₘ and bₛ belong to the levels and the bosons, and are all 1 when the vectors cₘₛ carry the full coupling amplitudes.

The structure itself does not require H to be Hermitian or the weights to be nonnegative; the theorems assume both. Nonnegative aₘ and bₛ mean that each excitation enters with the sign of a squared coupling amplitude.

```lean
variable {n ι κ : Type*} [Fintype n] [DecidableEq n] [Fintype ι] [Fintype κ]

/-- The pole position `e_m + σ_m Ω_s` of the self-energy. -/
def GWModel.pole (P : GWModel n ι κ) (m : ι) (s : κ) : ℝ :=
  P.e m + ((P.σ m : ℤ) : ℝ) * P.Ω s
```

All index sets are finite. The pole positions are

pₘₛ = eₘ + σₘ Ωₛ.

```lean
/-- The self-energy `Σ(z)`, a sum of rank-one terms `a_m b_s c c* / (z - e_m - σ_m Ω_s)`,
for `z` away from the poles. -/
def GWModel.selfEnergy (P : GWModel n ι κ) (z : ℂ) : Matrix n n ℂ :=
  ∑ m, ∑ s, (((P.a m * P.b s : ℝ) : ℂ) / (z - (P.pole m s : ℂ))) •
    vecMulVec (P.c m s) (star (P.c m s))
```

`vecMulVec v (star v)` is the rank-one matrix v v†, so this reads

Σ(z) = ∑ₘₛ aₘ bₛ cₘₛ cₘₛ† / (z − pₘₛ).

At a pole Lean sets the quotient to zero, but the poles are real and the main theorem takes z above the real axis.

GW enters only through this form: energies and couplings are given, not computed from a screened interaction, and self-consistency is not treated. Since Σ is one function of z with real poles, z = ω + iη with η > 0 corresponds to the retarded convention.

```lean
/-- The Dyson matrix `z - H - Σ(z)`, for `z` away from the poles. -/
def GWModel.dyson (P : GWModel n ι κ) (z : ℂ) : Matrix n n ℂ :=
  z • (1 : Matrix n n ℂ) - P.H - P.selfEnergy z
```

This is D(z) = z − H − Σ(z), with z multiplying the identity matrix.

```lean
/-- The Green's function `G(z) = (z - H - Σ(z))⁻¹`, for `z` away from the poles and
where the Dyson matrix is invertible. -/
def GWModel.green (P : GWModel n ι κ) (z : ℂ) : Matrix n n ℂ := (P.dyson z)⁻¹
```

The Green's function is G(z) = D(z)⁻¹. For Hermitian H, nonnegative weights and z off the real axis, D(z) is proved invertible below.

```lean
/-- The spectral matrix `(i / 2π) (G - G*)`, on the domain of the Green's function. -/
def GWModel.spectral (P : GWModel n ι κ) (z : ℂ) : Matrix n n ℂ :=
  (Complex.I / (2 * (Real.pi : ℂ))) • (P.green z - (P.green z)ᴴ)
```

The spectral matrix is

A(z) = (i/2π)(G − G†).

```lean
/-- The kernel `K(z) = 1 + ∑ a_m b_s c c* / |z - e_m - σ_m Ω_s|²`, for `z` away from
the poles. -/
def GWModel.kernel (P : GWModel n ι κ) (z : ℂ) : Matrix n n ℂ :=
  1 + ∑ m, ∑ s, ((P.a m * P.b s / Complex.normSq (z - (P.pole m s : ℂ)) : ℝ) : ℂ) •
    vecMulVec (P.c m s) (star (P.c m s))
```

This auxiliary matrix carries the positivity:

K(z) = 1 + ∑ₘₛ aₘ bₛ cₘₛ cₘₛ† / |z − pₘₛ|².

`Complex.normSq` is the squared modulus.

## The anti-Hermitian part of z − H − Σ(z)

```lean
/-- A single pole `w / (z - p)` with real `w` and `p` minus its complex conjugate is
`-2i Im z` times `w / |z - p|²`. -/
theorem pole_sub_conj (w p : ℝ) (z : ℂ) :
    (w : ℂ) / (z - (p : ℂ)) - star ((w : ℂ) / (z - (p : ℂ))) =
      -(2 * (z.im : ℂ) * Complex.I) * ((w / Complex.normSq (z - (p : ℂ)) : ℝ) : ℂ) := by
  have hu : z - (starRingEnd ℂ) z = 2 * (z.im : ℂ) * Complex.I := by
    rw [Complex.sub_conj, Complex.ofReal_mul, Complex.ofReal_ofNat]
  rw [Complex.star_def, div_eq_mul_inv (w : ℂ), Complex.inv_def]
  simp only [map_mul, map_sub, starRingEnd_self_apply, Complex.conj_ofReal,
    Complex.ofReal_mul, Complex.ofReal_inv, map_inv₀, div_eq_mul_inv]
  linear_combination
    (-(w : ℂ) * ((Complex.normSq (z - (p : ℂ)) : ℝ) : ℂ)⁻¹) * hu
```

For real w and p, put the two fractions over a common denominator:

w/(z − p) − w/(z̄ − p) = w(z̄ − z)/|z − p|² = −2i Im z · w/|z − p|².

The proof writes the inverse as conjugate over squared modulus. `linear_combination` then finishes the algebra using `hu`, which states z − z̄ = 2i Im z.

```lean
omit [Fintype n] in
/-- For Hermitian `H`, the Dyson matrix minus its adjoint is `2i Im z` times the kernel
`K(z)`. -/
theorem dyson_sub_adjoint (P : GWModel n ι κ) (hH : P.H.IsHermitian) (z : ℂ) :
    P.dyson z - (P.dyson z)ᴴ = (2 * (z.im : ℂ) * Complex.I) • P.kernel z := by
  have hv : ∀ v : n → ℂ, (vecMulVec v (star v))ᴴ = vecMulVec v (star v) := by
    intro v
    ext i j
    simp [vecMulVec_apply, mul_comm]
  -- the anti-Hermitian part of the self-energy, pole by pole
  have hS : P.selfEnergy z - (P.selfEnergy z)ᴴ = (-(2 * (z.im : ℂ) * Complex.I)) •
      ∑ m, ∑ s, ((P.a m * P.b s / Complex.normSq (z - (P.pole m s : ℂ)) : ℝ) : ℂ) •
        vecMulVec (P.c m s) (star (P.c m s)) := by
    simp only [GWModel.selfEnergy, conjTranspose_sum, conjTranspose_smul, hv,
      Finset.smul_sum, ← Finset.sum_sub_distrib]
    refine Finset.sum_congr rfl fun m _ => Finset.sum_congr rfl fun s _ => ?_
    rw [← sub_smul, smul_smul, pole_sub_conj]
  have hz : z - star z = 2 * (z.im : ℂ) * Complex.I := by
    rw [Complex.star_def, Complex.sub_conj, Complex.ofReal_mul, Complex.ofReal_ofNat]
  calc P.dyson z - (P.dyson z)ᴴ
      = (z - star z) • (1 : Matrix n n ℂ) - (P.selfEnergy z - (P.selfEnergy z)ᴴ) := by
        simp only [GWModel.dyson, conjTranspose_sub, conjTranspose_smul,
          conjTranspose_one, hH.eq]
        module
    _ = (2 * (z.im : ℂ) * Complex.I) • P.kernel z := by
        rw [hS, hz, GWModel.kernel]
        module
```

Each c c† is Hermitian (`hv`), so the previous identity applies pole by pole (`hS`):

Σ − Σ† = −2i Im z ∑ₘₛ aₘ bₛ cₘₛ cₘₛ† / |z − pₘₛ|².

Because H = H†, the one-body matrix drops out of the difference:

D − D† = (z − z̄) 1 − (Σ − Σ†) = 2i Im z · K.

The `calc` block contains these two equalities.

```lean
/-- For nonnegative weights the kernel `K(z)` is positive definite. -/
theorem kernel_posDef (P : GWModel n ι κ) (ha : ∀ m, 0 ≤ P.a m) (hb : ∀ s, 0 ≤ P.b s)
    (z : ℂ) : (P.kernel z).PosDef := by
  unfold GWModel.kernel
  refine PosDef.one.add_posSemidef (posSemidef_sum _ fun m _ =>
    posSemidef_sum _ fun s _ => (posSemidef_vecMulVec_self_star _).smul ?_)
  exact Complex.zero_le_real.mpr
    (div_nonneg (mul_nonneg (ha m) (hb s)) (Complex.normSq_nonneg _))
```

For ψ ≠ 0,

ψ†Kψ = ψ†ψ + ∑ₘₛ aₘ bₛ |cₘₛ†ψ|² / |z − pₘₛ|² ≥ ψ†ψ > 0.

Lean assembles the same argument from parts: the identity is positive definite, each rank-one term with a nonnegative factor is positive semidefinite, and their sum is positive definite.

## Real quasiparticle energies and an invertible D(z)

```lean
/-- For Hermitian `H` and nonnegative weights, every solution `z` of the quasiparticle
equation `(H + Σ(z)) ψ = z ψ` with `ψ ≠ 0` is real. -/
theorem quasiparticle_energy_real (P : GWModel n ι κ) (hH : P.H.IsHermitian)
    (ha : ∀ m, 0 ≤ P.a m) (hb : ∀ s, 0 ≤ P.b s) {z : ℂ} {ψ : n → ℂ} (hψ : ψ ≠ 0)
    (h : (P.H + P.selfEnergy z) *ᵥ ψ = z • ψ) : z.im = 0 := by
  have hD : P.dyson z *ᵥ ψ = 0 := by
    rw [GWModel.dyson, sub_sub, sub_mulVec, h, smul_mulVec, one_mulVec, sub_self]
  -- the expectation value of the anti-Hermitian part vanishes
  have h0 : star ψ ⬝ᵥ ((P.dyson z - (P.dyson z)ᴴ) *ᵥ ψ) = 0 := by
    rw [sub_mulVec, dotProduct_sub, hD, dotProduct_zero, Matrix.dotProduct_mulVec,
      ← Matrix.star_mulVec, hD, star_zero, zero_dotProduct, sub_zero]
  rw [dyson_sub_adjoint P hH, smul_mulVec, dotProduct_smul, smul_eq_mul] at h0
  have hK := ((kernel_posDef P ha hb z).dotProduct_mulVec_pos hψ).ne'
  have h1 := (mul_eq_zero.1 h0).resolve_right hK
  simpa [Complex.I_ne_zero] using h1
```

Suppose (H + Σ(z))ψ = zψ with ψ ≠ 0. Then Dψ = 0 (`hD`), and also ψ†D† = (Dψ)† = 0. Therefore (`h0`)

0 = ψ†(D − D†)ψ = 2i Im z · ψ†Kψ.

The factor ψ†Kψ is positive, so Im z = 0. The vector ψ need not be normalised. The statement concerns finitely many real poles; a continuum of poles, through which finite lifetimes enter, is not covered.

```lean
/-- For Hermitian `H` and nonnegative weights, `z - H - Σ(z)` is invertible at every
`z` off the real axis. -/
theorem dyson_isUnit (P : GWModel n ι κ) (hH : P.H.IsHermitian)
    (ha : ∀ m, 0 ≤ P.a m) (hb : ∀ s, 0 ≤ P.b s) {z : ℂ} (hz : z.im ≠ 0) :
    IsUnit (P.dyson z) := by
  rw [isUnit_iff_isUnit_det, isUnit_iff_ne_zero]
  intro hdet
  obtain ⟨v, hv, h⟩ := exists_mulVec_eq_zero_iff.2 hdet
  rw [GWModel.dyson, sub_sub, sub_mulVec, smul_mulVec, one_mulVec, sub_eq_zero] at h
  exact hz (quasiparticle_energy_real P hH ha hb hv h.symm)
```

`IsUnit` means invertible. If D(z) were singular, its determinant would vanish and some v ≠ 0 would satisfy D(z)v = 0. That is the quasiparticle equation, so z would be real, contrary to the hypothesis `hz`. The argument works on both sides of the real axis.

## From K to the spectral matrix

```lean
/-- For Hermitian `H`, nonnegative weights and `z` off the real axis, the spectral matrix
is `(Im z / π) G K G*`. -/
theorem spectral_eq (P : GWModel n ι κ) (hH : P.H.IsHermitian)
    (ha : ∀ m, 0 ≤ P.a m) (hb : ∀ s, 0 ≤ P.b s) {z : ℂ} (hz : z.im ≠ 0) :
    P.spectral z = ((z.im / Real.pi : ℝ) : ℂ) •
      (P.green z * P.kernel z * (P.green z)ᴴ) := by
  have hGD : P.green z * P.dyson z = 1 :=
    nonsing_inv_mul _ ((isUnit_iff_isUnit_det _).1 (dyson_isUnit P hH ha hb hz))
  have hDG : (P.dyson z)ᴴ * (P.green z)ᴴ = 1 := by
    rw [← conjTranspose_mul, hGD, conjTranspose_one]
  -- resolvent identity between G and its adjoint
  have hdiff : P.green z - (P.green z)ᴴ =
      -(P.green z * (P.dyson z - (P.dyson z)ᴴ) * (P.green z)ᴴ) := by
    rw [mul_sub, sub_mul, hGD, one_mul, mul_assoc, hDG, mul_one, neg_sub]
  rw [GWModel.spectral, hdiff, dyson_sub_adjoint P hH, Matrix.mul_smul,
    Matrix.smul_mul, ← neg_smul, smul_smul]
  congr 1
  rw [Complex.ofReal_div]
  linear_combination (-(z.im : ℂ) / (Real.pi : ℂ)) * Complex.I_sq
```

Invertibility gives GD = 1 (`hGD`), and its adjoint is D†G† = 1 (`hDG`). Hence G = G D†G† and G† = G D G†, so (`hdiff`)

G − G† = −G(D − D†)G† = −2i Im z · G K G†.

Multiplication by i/2π gives

A(z) = (Im z/π) G K G†.

The final `linear_combination` uses i² = −1 to settle the prefactor.

```lean
/-- For Hermitian `H`, nonnegative weights and `Im z > 0`, the matrix `z - H - Σ(z)` is
invertible and the spectral matrix `(i / 2π) (G - G*)` is positive definite. -/
theorem gw_spectral_posDef (P : GWModel n ι κ) (hH : P.H.IsHermitian)
    (ha : ∀ m, 0 ≤ P.a m) (hb : ∀ s, 0 ≤ P.b s) {z : ℂ} (hz : 0 < z.im) :
    IsUnit (P.dyson z) ∧ (P.spectral z).PosDef := by
  have hu := dyson_isUnit P hH ha hb hz.ne'
  refine ⟨hu, ?_⟩
  have hG : IsUnit (P.green z) :=
    IsUnit.of_mul_eq_one (P.dyson z)
      (nonsing_inv_mul _ ((isUnit_iff_isUnit_det _).1 hu))
  rw [spectral_eq P hH ha hb hz.ne']
  -- congruence by the invertible G preserves positive definiteness
  exact ((kernel_posDef P ha hb z).mul_mul_conjTranspose_same
    (vecMul_injective_of_isUnit hG)).smul
    (Complex.zero_lt_real.mpr (div_pos hz Real.pi_pos))
```

This is the main theorem. The hypotheses are `hH` (H Hermitian), `ha` and `hb` (nonnegative weights) and `hz` (Im z > 0). The conclusion joins two statements with `∧`: D(z) is invertible, and A(z) is positive definite.

For ψ ≠ 0, set φ = G†ψ. Since G is invertible, φ ≠ 0, and

ψ†Aψ = (Im z/π) φ†Kφ > 0.

In Lean, `mul_mul_conjTranspose_same` carries positivity from K to G K G†, given the injectivity that follows from `hG`. The positive factor Im z/π preserves it.

For GW spectra computed with Hermitian H and a self-energy of this form with nonnegative weights, every diagonal entry of A(ω + iη) is therefore positive at any broadening η > 0, and the Dyson equation meets no singular matrix there.

## One negative weight makes D(i) vanish

```lean
/-- A one-orbital model with `H = 0` and a single self-energy pole at zero of weight `-1`. -/
def negativeWeight : GWModel (Fin 1) (Fin 1) (Fin 1) where
  H := 0
  e := fun _ => -1
  Ω := fun _ => 1
  σ := fun _ => 1
  a := fun _ => -1
  b := fun _ => 1
  c := fun _ _ _ => 1
```

`Fin 1` is an index set with one element. The pole lies at −1 + 1 = 0 and the weight is −1, so

Σ(z) = −1/z and D(z) = z + 1/z.

```lean
/-- In the one-orbital model with weight `-1`, the matrix `z - H - Σ(z)` vanishes at
`z = i`. -/
theorem negativeWeight_dyson_eq_zero : negativeWeight.dyson Complex.I = 0 := by
  ext i j
  fin_cases i
  fin_cases j
  simp [GWModel.dyson, GWModel.selfEnergy, GWModel.pole, negativeWeight, vecMulVec_apply,
    neg_div]

end

end GWSpectralPositivity
```

At z = i,

D(i) = i + 1/i = i − i = 0.

The proof reduces the matrix equation to its only entry and simplifies. H = 0 is Hermitian, b = 1 is nonnegative and Im i = 1 is positive, so only the condition on a is violated, and invertibility already fails.

```lean
#print axioms GWSpectralPositivity.gw_spectral_posDef
#print axioms GWSpectralPositivity.negativeWeight_dyson_eq_zero
```

```
'GWSpectralPositivity.gw_spectral_posDef' depends on axioms: [propext, Classical.choice, Quot.sound]
'GWSpectralPositivity.negativeWeight_dyson_eq_zero' depends on axioms: [propext, Classical.choice, Quot.sound]
```
